# Selling's formula and short vectors of an obtuse family

A lattice vector has integer coefficients of any size, so finding the shortest nonzero one is at first sight a search over infinitely many candidates, and the obvious ones can all miss. Write plane vectors as complex numbers and take $v_0 = 2$, $v_1 = 2+i$, $v_2 = -4-i$, which sum to zero. The sums over proper nonempty subsets have squared lengths $4$, $5$ and $17$, yet $v_1 - v_0 = i$ has length $1$. This cannot happen when the vectors sum to zero and all scalar products of distinct ones are non-positive. In a periodic simulation cell whose translations are the integer combinations of such a family, a restriction on how the cell is described, the distance from a particle to its own nearest periodic image, which is the length of the shortest nonzero lattice vector, is the length of one of finitely many nonzero subset sums. The distance from a particle to the nearest image of a different particle is another problem and is not treated.

## Setting

Let $V$ be a real inner product space of any dimension and $v_i \in V$ a family indexed by a finite set $\iota$, for example $\{0,\dots,n\}$.

In Lean 4 with Mathlib:

```lean
import Mathlib

open Finset

namespace SellingReduction

variable {V : Type*} [NormedAddCommGroup V] [InnerProductSpace ℝ V]
variable {ι : Type*} [Fintype ι]
```

The Selling parameters are $p_{ij} = -\langle v_i, v_j\rangle$.

```lean
/-- The Selling parameter `p i j = -⟨v i, v j⟩` of a family of vectors. -/
def selling (v : ι → V) (i j : ι) : ℝ := -inner ℝ (v i) (v j)
```

The family is obtuse if $p_{ij} \ge 0$ for $i \ne j$; right angles are allowed.

```lean
/-- A family is obtuse if distinct members have non-positive scalar product. -/
def IsObtuse (v : ι → V) : Prop := ∀ i j, i ≠ j → inner ℝ (v i) (v j) ≤ 0
```

A lattice vector is $\sum_i x_i v_i$ with integers $x_i$.

```lean
/-- The lattice vector `∑ x i • v i` with integer coefficients `x`. -/
def latticeVec (v : ι → V) (x : ι → ℤ) : V := ∑ i, x i • v i
```

The general theorems assume `hv`, that is $\sum_i v_i = 0$. A basis $v_1,\dots,v_n$ completed by $v_0 = -v_1-\dots-v_n$ is the crystallographic case, but linear independence is never required. Obtuseness is an assumption: whether a given lattice has an obtuse family summing to zero, and how to find one, are not treated.

## The length formula

Let the $x_i$ be real and $G_{ij} = \langle v_i, v_j\rangle$. Bilinearity gives $\|\sum_i x_i v_i\|^2 = \sum_{i,j} x_i x_j G_{ij}$ (`h1`). Since $\sum_j G_{ij} = \langle v_i, 0\rangle = 0$, rows sum to zero, and so do columns (`hrow`, `hcol`). Expanding the square (`h2`),
$$\sum_{i,j} p_{ij}(x_i-x_j)^2 = 2\sum_{i,j} x_i x_j G_{ij} - \sum_{i,j} x_i^2 G_{ij} - \sum_{i,j} x_j^2 G_{ij}.$$
The last two sums vanish (`hA`, `hB`), so
$$\Big\|\sum_i x_i v_i\Big\|^2 = \tfrac12 \sum_{i,j} p_{ij}(x_i-x_j)^2 .$$

```lean
/-- For vectors summing to zero, the squared length of `∑ x i • v i` is half the sum over all
ordered pairs of `p i j (x i - x j)²`. -/
theorem norm_sq_eq_half_sum (v : ι → V) (hv : ∑ i, v i = 0) (x : ι → ℝ) :
    ‖∑ i, x i • v i‖ ^ 2 = (1 / 2) * ∑ i, ∑ j, selling v i j * (x i - x j) ^ 2 := by
  have h1 : ‖∑ i, x i • v i‖ ^ 2 = ∑ i, ∑ j, x i * x j * inner ℝ (v i) (v j) := by
    rw [← real_inner_self_eq_norm_sq, sum_inner]
    refine sum_congr rfl fun i _ => ?_
    rw [inner_sum]
    refine sum_congr rfl fun j _ => ?_
    rw [real_inner_smul_left, real_inner_smul_right]
    ring
  -- rows and columns of the Gram matrix sum to zero
  have hrow : ∀ i, ∑ j, inner ℝ (v i) (v j) = 0 := fun i => by
    have h := inner_sum (𝕜 := ℝ) univ v (v i)
    rw [hv, inner_zero_right] at h
    exact h.symm
  have hcol : ∀ j, ∑ i, inner ℝ (v i) (v j) = 0 := fun j => by
    have h := sum_inner (𝕜 := ℝ) univ v (v j)
    rw [hv, inner_zero_left] at h
    exact h.symm
  have hA : ∑ i, ∑ j, x i ^ 2 * inner ℝ (v i) (v j) = 0 :=
    sum_eq_zero fun i _ => by rw [← mul_sum, hrow, mul_zero]
  have hB : ∑ i, ∑ j, x j ^ 2 * inner ℝ (v i) (v j) = 0 := by
    rw [sum_comm]
    exact sum_eq_zero fun j _ => by rw [← mul_sum, hcol, mul_zero]
  have h2 : ∑ i, ∑ j, selling v i j * (x i - x j) ^ 2
      = 2 * ∑ i, ∑ j, x i * x j * inner ℝ (v i) (v j)
        - ∑ i, ∑ j, x i ^ 2 * inner ℝ (v i) (v j)
        - ∑ i, ∑ j, x j ^ 2 * inner ℝ (v i) (v j) := by
    simp only [mul_sum, ← sum_sub_distrib]
    refine sum_congr rfl fun i _ => sum_congr rfl fun j _ => ?_
    unfold selling
    ring
  rw [h1, h2, hA, hB]
  ring
```

Now order the indices (`LinearOrder ι`). Diagonal terms vanish, and the terms $(i,j)$ and $(j,i)$ are equal because $p_{ij} = p_{ji}$. Thus `hsplit` sorts each pair by $i<j$, $i=j$ or $j<i$, and `h3` renames the indices of the part with $j<i$, leaving
$$\Big\|\sum_i x_i v_i\Big\|^2 = \sum_{i<j} p_{ij}(x_i-x_j)^2 .$$

```lean
/-- Selling's formula: for vectors summing to zero, the squared length of `∑ x i • v i` is the
sum over pairs `i < j` of `p i j (x i - x j)²`. -/
theorem selling_formula [LinearOrder ι] (v : ι → V) (hv : ∑ i, v i = 0) (x : ι → ℝ) :
    ‖∑ i, x i • v i‖ ^ 2
      = ∑ i, ∑ j ∈ univ.filter (fun j => i < j), selling v i j * (x i - x j) ^ 2 := by
  -- each ordered pair lies above, below or on the diagonal
  have hsplit : ∀ i j, selling v i j * (x i - x j) ^ 2
      = (if i < j then selling v i j * (x i - x j) ^ 2 else 0)
        + (if j < i then selling v j i * (x j - x i) ^ 2 else 0) := by
    intro i j
    rcases lt_trichotomy i j with h | h | h
    · rw [if_pos h, if_neg (lt_asymm h), add_zero]
    · subst h
      simp
    · rw [if_neg (lt_asymm h), if_pos h, zero_add]
      unfold selling
      rw [real_inner_comm (v i) (v j)]
      ring
  have h2 : ∑ i, ∑ j, selling v i j * (x i - x j) ^ 2
      = ∑ i, ∑ j, (if i < j then selling v i j * (x i - x j) ^ 2 else 0)
        + ∑ i, ∑ j, (if j < i then selling v j i * (x j - x i) ^ 2 else 0) := by
    simp only [← sum_add_distrib]
    exact sum_congr rfl fun i _ => sum_congr rfl fun j _ => hsplit i j
  have h3 : ∑ i, ∑ j, (if j < i then selling v j i * (x j - x i) ^ 2 else 0)
      = ∑ i, ∑ j, (if i < j then selling v i j * (x i - x j) ^ 2 else 0) := sum_comm
  rw [norm_sq_eq_half_sum v hv, h2, h3]
  simp only [sum_filter]
  ring
```

For a subset $S \subseteq \iota$ with complement $S^c$ put $v_S = \sum_{i\in S} v_i$. Then $v_S = -v_{S^c}$, so $\|v_S\|^2 = \langle v_S, -v_{S^c}\rangle = \sum_{i\in S}\sum_{j\in S^c} p_{ij}$. This gives the lengths of the candidates; the later proofs do not call on it.

```lean
/-- For vectors summing to zero, the squared length of the subset sum over `S` is the sum of
the Selling parameters `p i j` with `i` in `S` and `j` outside `S`. -/
theorem norm_sq_subset_sum [DecidableEq ι] (v : ι → V) (hv : ∑ i, v i = 0) (S : Finset ι) :
    ‖∑ i ∈ S, v i‖ ^ 2 = ∑ i ∈ S, ∑ j ∈ Sᶜ, selling v i j := by
  have h : ∑ i ∈ S, v i = -∑ j ∈ Sᶜ, v j :=
    eq_neg_of_add_eq_zero_left (by rw [sum_add_sum_compl, hv])
  calc ‖∑ i ∈ S, v i‖ ^ 2 = inner ℝ (∑ i ∈ S, v i) (-∑ j ∈ Sᶜ, v j) := by
        rw [← h, real_inner_self_eq_norm_sq]
    _ = ∑ i ∈ S, ∑ j ∈ Sᶜ, selling v i j := by
        rw [sum_inner]
        refine sum_congr rfl fun i _ => ?_
        rw [inner_neg_right, inner_sum, ← sum_neg_distrib]
        rfl
```

## Comparing lengths

Let the family be obtuse, and let real $y_i$ satisfy $(y_i-y_j)^2 \le (x_i-x_j)^2$ for all $i,j$. Compare the half-sum formulas term by term: for $i \ne j$ the inequality survives multiplication by $p_{ij} \ge 0$, and for $i=j$, where $p_{ii} = -\|v_i\|^2$ has the wrong sign, both terms are zero. The auxiliary `le_of_sq_le_sq_aux` passes from squares to norms, giving $\|\sum_i y_i v_i\| \le \|\sum_i x_i v_i\|$.

```lean
/-- For an obtuse family summing to zero, coefficients with smaller pairwise differences give
a vector that is no longer. -/
theorem norm_le_of_diff_le (v : ι → V) (hv : ∑ i, v i = 0) (ho : IsObtuse v) (x y : ι → ℝ)
    (h : ∀ i j, (y i - y j) ^ 2 ≤ (x i - x j) ^ 2) :
    ‖∑ i, y i • v i‖ ≤ ‖∑ i, x i • v i‖ := by
  refine le_of_sq_le_sq_aux ?_
  rw [norm_sq_eq_half_sum v hv, norm_sq_eq_half_sum v hv]
  refine mul_le_mul_of_nonneg_left ?_ (by norm_num)
  refine sum_le_sum fun i _ => sum_le_sum fun j _ => ?_
  by_cases hij : i = j
  · subst hij
    simp
  · exact mul_le_mul_of_nonneg_left (h i j) (neg_nonneg.mpr (ho i j hij))
where
  le_of_sq_le_sq_aux {a b : V} (hab : ‖a‖ ^ 2 ≤ ‖b‖ ^ 2) : ‖a‖ ≤ ‖b‖ := by
    by_contra hc
    have hlt : ‖b‖ < ‖a‖ := not_le.mp hc
    nlinarith [norm_nonneg a, norm_nonneg b]
```

Take integer $x_i$, an integer $t$, and the level set $L_t = \{i : x_i = t\}$. Set $y_i = 1$ on $L_t$ and $y_i = 0$ elsewhere, so that $\sum_i y_i v_i = v_{L_t}$ (`h1`). If $x_i = x_j$ then $y_i = y_j$. Otherwise $(y_i-y_j)^2 \le 1 \le (x_i-x_j)^2$, since distinct integers differ by at least one (`hone`). Hence $\|v_{L_t}\| \le \|\sum_i x_i v_i\|$ for every $t$.

```lean
/-- For an obtuse family summing to zero, the sum of the `v i` over a level set `x i = t` of
the integer coefficients is no longer than the lattice vector with coefficients `x`. -/
theorem norm_level_sum_le (v : ι → V) (hv : ∑ i, v i = 0) (ho : IsObtuse v) (x : ι → ℤ)
    (t : ℤ) : ‖∑ i ∈ univ.filter (fun i => x i = t), v i‖ ≤ ‖latticeVec v x‖ := by
  have h1 : ∑ i ∈ univ.filter (fun i => x i = t), v i
      = ∑ i, (if x i = t then (1 : ℝ) else 0) • v i := by
    rw [sum_filter]
    refine sum_congr rfl fun i _ => ?_
    split_ifs <;> simp
  have h2 : latticeVec v x = ∑ i, (x i : ℝ) • v i :=
    sum_congr rfl fun i _ => (Int.cast_smul_eq_zsmul ℝ (x i) (v i)).symm
  rw [h1, h2]
  refine norm_le_of_diff_le v hv ho _ _ fun i j => ?_
  by_cases h : x i = x j
  · simp [h]
  · -- distinct integers differ by at least one
    have hpos : 0 < (x i - x j) ^ 2 :=
      lt_of_le_of_ne (sq_nonneg _) (pow_ne_zero 2 (sub_ne_zero.mpr h)).symm
    have hone : (1 : ℤ) ≤ (x i - x j) ^ 2 := by linarith
    have hreal : (1 : ℝ) ≤ ((x i : ℝ) - (x j : ℝ)) ^ 2 := by exact_mod_cast hone
    refine le_trans ?_ hreal
    split_ifs <;> norm_num
```

## Short vectors

Suppose $x$ is not constant: $x_a \ne x_b$ for some $a, b$ (`hx`). The set $S = L_{x_a}$ contains $a$ and omits $b$. The theorem reads: for an obtuse family summing to zero and non-constant integer $x$, some $S$ with `S.Nonempty` and `S ≠ univ` has $\|v_S\| \le \|\sum_i x_i v_i\|$. With fewer than two indices no $x$ satisfies `hx`.

```lean
/-- For an obtuse family summing to zero, a lattice vector with non-constant integer
coefficients is at least as long as the sum over some proper nonempty subset. -/
theorem exists_subset_sum_le (v : ι → V) (hv : ∑ i, v i = 0) (ho : IsObtuse v) (x : ι → ℤ)
    (hx : ∃ a b, x a ≠ x b) :
    ∃ S : Finset ι, S.Nonempty ∧ S ≠ univ ∧ ‖∑ i ∈ S, v i‖ ≤ ‖latticeVec v x‖ := by
  obtain ⟨a, b, hab⟩ := hx
  refine ⟨univ.filter (fun i => x i = x a), ⟨a, by simp⟩, fun h => ?_,
    norm_level_sum_le v hv ho x (x a)⟩
  have hb : b ∈ univ.filter (fun i => x i = x a) := by
    rw [h]
    exact mem_univ b
  exact hab (mem_filter.mp hb).2.symm
```

That bound is empty if $v_S = 0$, as for the family $1, -1, i, -i$ with $x = (0,0,1,2)$ and $S = \{0,1\}$. Assume instead that the lattice vector is nonzero. Grouping indices by the value of $x_i$ (`sum_fiberwise_of_maps_to`) gives $\sum_i x_i v_i = \sum_t t\, v_{L_t}$, with $t$ over the values taken. If every $v_{L_t}$ vanished so would the vector; hence one is nonzero (`hex`), and the level-set bound applies to it. Thus, for an obtuse family summing to zero, every nonzero lattice vector is at least as long as some nonzero subset sum $v_S$. That $S$ is then nonempty and proper follows from $v_\emptyset = v_\iota = 0$ but is not written into the statement. Subset sums are themselves lattice vectors, with coefficients $0$ and $1$, and there are finitely many of them. So if there is a nonzero lattice vector at all, the shortest nonzero subset sum is a shortest nonzero lattice vector.

```lean
/-- For an obtuse family summing to zero, every nonzero lattice vector is at least as long as
some nonzero subset sum. -/
theorem exists_nonzero_subset_sum_le (v : ι → V) (hv : ∑ i, v i = 0) (ho : IsObtuse v)
    (x : ι → ℤ) (hx : latticeVec v x ≠ 0) :
    ∃ S : Finset ι, ∑ i ∈ S, v i ≠ 0 ∧ ‖∑ i ∈ S, v i‖ ≤ ‖latticeVec v x‖ := by
  -- the lattice vector is an integer combination of level-set sums, so one is nonzero
  have hex : ∃ t, ∑ i ∈ univ.filter (fun i => x i = t), v i ≠ 0 := by
    by_contra hc
    apply hx
    unfold latticeVec
    rw [← sum_fiberwise_of_maps_to (s := univ) (t := univ.image x) (g := x)
      (fun i hi => mem_image_of_mem x hi)]
    refine sum_eq_zero fun t _ => ?_
    have h0 : ∑ i ∈ univ.filter (fun i => x i = t), v i = 0 := by
      by_contra hne
      exact hc ⟨t, hne⟩
    calc ∑ i ∈ univ.filter (fun i => x i = t), x i • v i
        = ∑ i ∈ univ.filter (fun i => x i = t), t • v i :=
          sum_congr rfl fun i hi => by rw [(mem_filter.mp hi).2]
      _ = 0 := by rw [← smul_sum, h0, smul_zero]
  obtain ⟨t, ht⟩ := hex
  exact ⟨_, ht, norm_level_sum_le v hv ho x t⟩
```

## Two plane families

Here `ℂ` is the real plane, with $\langle z,w\rangle = \operatorname{Re}(\bar z w)$. For $v_0 = 1$, $v_1 = i$, $v_2 = -1-i$ the sum is zero and $p_{01} = 0$, $p_{02} = p_{12} = 1$; `fin_cases` runs through the index pairs.

```lean
/-- The plane vectors `1, i, -1 - i` sum to zero and form an obtuse family. -/
theorem obtuse_witness :
    ∑ k, (![1, Complex.I, -1 - Complex.I] : Fin 3 → ℂ) k = 0 ∧
      IsObtuse (![1, Complex.I, -1 - Complex.I] : Fin 3 → ℂ) := by
  constructor
  · simp [Fin.sum_univ_succ]
  · intro i j hij
    fin_cases i <;> fin_cases j <;>
      first | exact absurd rfl hij | simp [Complex.inner]
```

For the opening family $\langle v_0, v_1\rangle = 4 > 0$. The coefficients $(-1,1,0)$ give $i$. `hS` lists the six proper nonempty subsets: the singletons have squared lengths $4, 5, 17$, and each pair sum is minus the remaining vector. All exceed $1$.

```lean
/-- The plane vectors `2, 2 + i, -4 - i` sum to zero, and the lattice vector with coefficients
`(-1, 1, 0)` is strictly shorter than every proper nonempty subset sum. -/
theorem non_obtuse_counterexample :
    ∑ k, (![2, 2 + Complex.I, -4 - Complex.I] : Fin 3 → ℂ) k = 0 ∧
      ∀ S : Finset (Fin 3), S.Nonempty → S ≠ univ →
        ‖latticeVec (![2, 2 + Complex.I, -4 - Complex.I] : Fin 3 → ℂ) ![-1, 1, 0]‖
          < ‖∑ k ∈ S, (![2, 2 + Complex.I, -4 - Complex.I] : Fin 3 → ℂ) k‖ := by
  constructor
  · simp [Fin.sum_univ_succ, Complex.ext_iff]
    norm_num
  · intro S h1 h2
    have hS : ∀ T : Finset (Fin 3), T ≠ ∅ → T ≠ univ →
        T = {0} ∨ T = {1} ∨ T = {2} ∨ T = {0, 1} ∨ T = {0, 2} ∨ T = {1, 2} := by decide
    refine lt_of_pow_lt_pow_left₀ 2 (norm_nonneg _) ?_
    rw [Complex.sq_norm, Complex.sq_norm]
    rcases hS S h1.ne_empty h2 with h | h | h | h | h | h <;> subst h <;>
      simp [latticeVec, Fin.sum_univ_succ, Complex.normSq_apply] <;> norm_num

end SellingReduction
```

```lean
#print axioms SellingReduction.selling_formula
#print axioms SellingReduction.exists_subset_sum_le
#print axioms SellingReduction.exists_nonzero_subset_sum_le
#print axioms SellingReduction.non_obtuse_counterexample
```

```
'SellingReduction.selling_formula' depends on axioms: [propext, Classical.choice, Quot.sound]
'SellingReduction.exists_subset_sum_le' depends on axioms: [propext, Classical.choice, Quot.sound]
'SellingReduction.exists_nonzero_subset_sum_le' depends on axioms: [propext, Classical.choice, Quot.sound]
'SellingReduction.non_obtuse_counterexample' depends on axioms: [propext, Classical.choice, Quot.sound]
```
